# The gap-closing condition of the Haldane model with nonzero nearest-neighbour hopping

"Gap" here means the direct gap, the distance between the two bands at one and the same momentum. The momentum itself enters through two real numbers, the Bloch phases $a=\mathbf k\cdot\mathbf a_1$ and $b=\mathbf k\cdot\mathbf a_2$ along two independent lattice vectors. Every real pair $(a,b)$ belongs to some momentum, and shifting either phase by $2\pi$ changes nothing. The question is for which parameters the direct gap vanishes somewhere.

The model is an infinite honeycomb crystal with one orbital per site and non-interacting, spinless electrons.

In Lean 4 with Mathlib:

```lean
import Mathlib

open scoped ComplexConjugate

namespace HaldaneGapClosing

noncomputable section
```

The nearest-neighbour sum, written $f(a,b)$ below, adds the phase factors of the three bonds that leave a site. A pair with $f(a,b)=0$ is called a Dirac point, whether or not the bands touch there.

```lean
/-- The nearest-neighbour sum of the honeycomb lattice at Bloch phases `a`, `b`. -/
def hop (a b : ℝ) : ℂ :=
  1 + Complex.exp (a * Complex.I) + Complex.exp (b * Complex.I)
```

Second-neighbour hops stay on one sublattice. The six such hops from a site form three opposite pairs. One hop from each pair can be chosen so that the phases are $a$, $b-a$ and $-b$, which add up to zero. The sum of their sines is $S(a,b)$.

```lean
/-- The sum of sines over the three second-neighbour phases `a`, `b - a`, `-b`. -/
def chiralSum (a b : ℝ) : ℝ := Real.sin a + Real.sin (b - a) - Real.sin b
```

The real parameters are the nearest-neighbour hopping $t_1$, the second-neighbour hopping $t_2$, the phase $\varphi$ of a second-neighbour hop (the reverse hop has the phase $-\varphi$), and the sublattice offset $M$, which is half the difference between the on-site energies of the two sublattices. The offset and the sine part of the second-neighbour hopping have opposite signs on the two sublattices. Together they form the mass $m=M-2t_2\sin\varphi\,S$.

```lean
/-- The Haldane mass: sublattice offset `M` minus the second-neighbour flux term. -/
def mass (t2 M φ a b : ℝ) : ℝ := M - 2 * t2 * Real.sin φ * chiralSum a b
```

The cosine part is the same on both sublattices and gives a common shift $s(a,b)$.

```lean
/-- The energy shift common to both sublattices, from second-neighbour hopping. -/
def shift (t2 φ a b : ℝ) : ℝ :=
  2 * t2 * Real.cos φ * (Real.cos a + Real.cos (b - a) + Real.cos b)
```

The Bloch Hamiltonian then has $s\pm m$ on its diagonal and $t_1f$, $t_1\bar f$ off it.

```lean
/-- The Bloch Hamiltonian of the Haldane model in the basis of the two sublattices. -/
def hamiltonian (t1 t2 M φ a b : ℝ) : Matrix (Fin 2) (Fin 2) ℂ :=
  !![(shift t2 φ a b : ℂ) + mass t2 M φ a b, t1 * hop a b;
     t1 * conj (hop a b), (shift t2 φ a b : ℂ) - mass t2 M φ a b]
```

Finally, `gap` is defined by the formula $\Delta=2\sqrt{m^2+t_1^2|f|^2}$. Part (a) shows that it deserves its name.

```lean
/-- The direct gap between the two bands at Bloch phases `a`, `b`. -/
def gap (t1 t2 M φ a b : ℝ) : ℝ :=
  2 * Real.sqrt (mass t2 M φ a b ^ 2 + t1 ^ 2 * Complex.normSq (hop a b))
```

## (a) Energies of the Bloch Hamiltonian

**Task.** Show that the secular equation $\det(H-E)=0$ holds exactly for

$$E=s\pm\tfrac12\Delta .$$

**Solution.** Expanding the $2\times2$ determinant gives

$$(s+m-E)(s-m-E)-t_1^2 f\bar f=(E-s)^2-m^2-t_1^2|f|^2 .$$

By definition $m^2+t_1^2|f|^2=(\Delta/2)^2$, so the right-hand side is a difference of squares,

$$\left(E-s-\tfrac12\Delta\right)\left(E-s+\tfrac12\Delta\right),$$

which vanishes exactly when one factor does.

In the code $E$ is an arbitrary complex number, so non-real energies are excluded too. The step `hg` squares the root, `hC` carries the result to complex numbers with $|f|^2=f\bar f$, `hdet` expands the determinant, and `key` is the factorisation.

```lean
/-- The energies of the Bloch Hamiltonian are the common shift plus or minus half the gap. -/
theorem band_energies (t1 t2 M φ a b : ℝ) (E : ℂ) :
    (hamiltonian t1 t2 M φ a b - E • (1 : Matrix (Fin 2) (Fin 2) ℂ)).det = 0 ↔
      E = (shift t2 φ a b : ℂ) + ((gap t1 t2 M φ a b / 2 : ℝ) : ℂ) ∨
      E = (shift t2 φ a b : ℂ) - ((gap t1 t2 M φ a b / 2 : ℝ) : ℂ) := by
  have hg : (gap t1 t2 M φ a b / 2) ^ 2 =
      mass t2 M φ a b ^ 2 + t1 ^ 2 * Complex.normSq (hop a b) := by
    have h0 : 0 ≤ mass t2 M φ a b ^ 2 + t1 ^ 2 * Complex.normSq (hop a b) :=
      add_nonneg (sq_nonneg _) (mul_nonneg (sq_nonneg _) (Complex.normSq_nonneg _))
    have h1 := Real.sq_sqrt h0
    unfold gap
    linear_combination h1
  have hC : ((gap t1 t2 M φ a b / 2 : ℝ) : ℂ) ^ 2 =
      (mass t2 M φ a b : ℂ) ^ 2 + (t1 : ℂ) ^ 2 * (hop a b * conj (hop a b)) := by
    rw [Complex.mul_conj]
    exact_mod_cast hg
  have hdet : (hamiltonian t1 t2 M φ a b - E • (1 : Matrix (Fin 2) (Fin 2) ℂ)).det =
      ((shift t2 φ a b : ℂ) + mass t2 M φ a b - E) *
        ((shift t2 φ a b : ℂ) - mass t2 M φ a b - E) -
        t1 * hop a b * (t1 * conj (hop a b)) := by
    simp [hamiltonian, Matrix.det_fin_two]
  -- the secular determinant factorises into the two bands
  have key : (hamiltonian t1 t2 M φ a b - E • (1 : Matrix (Fin 2) (Fin 2) ℂ)).det =
      (E - ((shift t2 φ a b : ℂ) + ((gap t1 t2 M φ a b / 2 : ℝ) : ℂ))) *
        (E - ((shift t2 φ a b : ℂ) - ((gap t1 t2 M φ a b / 2 : ℝ) : ℂ))) := by
    rw [hdet]
    linear_combination hC
  rw [key, mul_eq_zero, sub_eq_zero, sub_eq_zero]
```

## (b) Real and imaginary parts of the nearest-neighbour sum

**Task.** Show that $f(a,b)=0$ is equivalent to the pair of real equations

$$1+\cos a+\cos b=0,\qquad \sin a+\sin b=0 .$$

**Solution.** With $e^{ia}=\cos a+i\sin a$, and likewise for $b$,

$$f=(1+\cos a+\cos b)+i(\sin a+\sin b).$$

A complex number is zero exactly when both parts are. `Complex.ext_iff` expresses this, and `simp` evaluates the two parts.

```lean
/-- The nearest-neighbour sum vanishes iff its real and imaginary parts do. -/
theorem hop_eq_zero_iff (a b : ℝ) :
    hop a b = 0 ↔ 1 + Real.cos a + Real.cos b = 0 ∧ Real.sin a + Real.sin b = 0 := by
  rw [Complex.ext_iff]
  simp [hop, Complex.exp_ofReal_mul_I_re, Complex.exp_ofReal_mul_I_im]
```

## (c) The chiral sum at a Dirac point

**Task.** Show that every Dirac point satisfies

$$S(a,b)^2=\tfrac{27}{4}.$$

**Solution.** Part (b) gives $\sin b=-\sin a$ and $\cos b=-1-\cos a$. Inserting both in $\sin^2b+\cos^2b=1$ yields

$$\sin^2a+(1+\cos a)^2=1 .$$

Subtracting $\sin^2a+\cos^2a=1$ leaves $1+2\cos a=0$, so $\cos a=-\tfrac12$ and therefore $\cos b=-\tfrac12$. The addition theorem now gives

$$S=\sin a+\sin b\cos a-\cos b\sin a-\sin b=\left(1+\tfrac12+\tfrac12+1\right)\sin a=3\sin a .$$

Since $\sin^2a=1-\tfrac14=\tfrac34$, we get $S^2=9\cdot\tfrac34=\tfrac{27}{4}$.

The subtraction is the `linear_combination` that proves `hca`, and `hS` is the identity $S=3\sin a$.

```lean
/-- At every Dirac point the square of the chiral sum is `27 / 4`. -/
theorem chiralSum_sq {a b : ℝ} (h : hop a b = 0) : chiralSum a b ^ 2 = 27 / 4 := by
  obtain ⟨hc, hs⟩ := (hop_eq_zero_iff a b).mp h
  have pa := Real.sin_sq_add_cos_sq a
  have pb := Real.sin_sq_add_cos_sq b
  have hsb : Real.sin b = -Real.sin a := by linarith
  have hcb : Real.cos b = -1 - Real.cos a := by linarith
  rw [hsb, hcb] at pb
  have hca : Real.cos a = -1 / 2 := by linear_combination (pb - pa) / 2
  have hcb' : Real.cos b = -1 / 2 := by linarith
  have hS : chiralSum a b = 3 * Real.sin a := by
    rw [chiralSum, Real.sin_sub, hsb, hcb', hca]
    ring
  rw [hca] at pa
  rw [hS]
  linear_combination 9 * pa
```

## (d) Masses at opposite momenta

**Task.** For a Dirac point $(a,b)$, show that

$$m(a,b)\,m(-a,-b)=M^2-27\,t_2^2\sin^2\varphi .$$

**Solution.** All three sines in $S$ change sign when the momentum is reversed, so $S(-a,-b)=-S(a,b)$. The product is therefore

$$(M-2t_2\sin\varphi\,S)(M+2t_2\sin\varphi\,S)=M^2-4t_2^2\sin^2\varphi\,S^2,$$

and part (c) replaces $S^2$ by $27/4$. In the proof `hodd` is the oddness of $S$, and the last line inserts part (c) with the factor $-4t_2^2\sin^2\varphi$.

```lean
/-- The masses at a Dirac point and at the opposite momentum have the product
`M² - 27 t2² sin² φ`. -/
theorem valley_mass_product (t2 M φ : ℝ) {a b : ℝ} (h : hop a b = 0) :
    mass t2 M φ a b * mass t2 M φ (-a) (-b) =
      M ^ 2 - 27 * t2 ^ 2 * Real.sin φ ^ 2 := by
  have hodd : chiralSum (-a) (-b) = -chiralSum a b := by
    unfold chiralSum
    rw [show -b - -a = -(b - a) by ring, Real.sin_neg, Real.sin_neg, Real.sin_neg]
    ring
  have hS := chiralSum_sq h
  unfold mass
  rw [hodd]
  linear_combination (-4 * t2 ^ 2 * Real.sin φ ^ 2) * hS
```

## (e) Reversing the momentum of a Dirac point

**Task.** Show that

$$f(a,b)=0\quad\Longrightarrow\quad f(-a,-b)=0 .$$

**Solution.** Use the two real equations of part (b). The cosine equation is unchanged because cosine is even. The sine equation becomes $-\sin a-\sin b=0$, which is the old one multiplied by $-1$. The proof applies `hop_eq_zero_iff` in both directions, with the same two parities in between.

```lean
/-- Reversing the momentum of a Dirac point gives a Dirac point. -/
theorem hop_neg {a b : ℝ} (h : hop a b = 0) : hop (-a) (-b) = 0 := by
  obtain ⟨hc, hs⟩ := (hop_eq_zero_iff a b).mp h
  rw [hop_eq_zero_iff, Real.cos_neg, Real.cos_neg, Real.sin_neg, Real.sin_neg]
  exact ⟨hc, by linarith⟩
```

## (f) An explicit Dirac point

**Task.** Verify that

$$f\!\left(\tfrac{2\pi}{3},-\tfrac{2\pi}{3}\right)=0 .$$

**Solution.** From $\cos\tfrac{2\pi}{3}=\cos\left(\pi-\tfrac{\pi}{3}\right)=-\tfrac12$ the real part is $1-\tfrac12-\tfrac12=0$. The imaginary part is $\sin\tfrac{2\pi}{3}-\sin\tfrac{2\pi}{3}=0$. The two bullets in the code are these two sums.

```lean
/-- The Bloch phases `2π/3` and `-2π/3` form a Dirac point. -/
theorem hop_dirac : hop (2 * Real.pi / 3) (-(2 * Real.pi / 3)) = 0 := by
  have hc : Real.cos (2 * Real.pi / 3) = -(1 / 2) := by
    rw [show 2 * Real.pi / 3 = Real.pi - Real.pi / 3 by ring, Real.cos_pi_sub,
      Real.cos_pi_div_three]
  rw [hop_eq_zero_iff, Real.cos_neg, Real.sin_neg, hc]
  constructor
  · norm_num
  · ring
```

## (g) When the flux term balances the offset

**Task.** Show that some Dirac point satisfies $M=2t_2\sin\varphi\,S(a,b)$ if and only if

$$M^2=27\,t_2^2\sin^2\varphi .$$

**Solution.** The balance condition says that $m(a,b)=0$. If it holds at a Dirac point, the product in part (d) is zero, and the equation follows.

Conversely, suppose that the equation holds, and take the Dirac point of part (f). By part (d) its mass times the mass at the opposite momentum is zero, so one of the two masses vanishes. Both momenta are Dirac points, by parts (f) and (e), so either case provides the required pair.

The statement does not involve $t_1$. In the code `sub_eq_zero` translates between the balance condition and zero mass, and `rcases` treats the two valleys, meaning the Dirac point of part (f) and its opposite, separately.

```lean
/-- The sublattice offset balances the flux term at some Dirac point iff
`M² = 27 t2² sin² φ`. -/
theorem dirac_mass_vanishes_iff (t2 M φ : ℝ) :
    (∃ a b : ℝ, hop a b = 0 ∧ M = 2 * t2 * Real.sin φ * chiralSum a b) ↔
      M ^ 2 = 27 * t2 ^ 2 * Real.sin φ ^ 2 := by
  constructor
  · rintro ⟨a, b, h, hM⟩
    have hp := valley_mass_product t2 M φ h
    have hm : mass t2 M φ a b = 0 := sub_eq_zero.mpr hM
    rw [hm, zero_mul] at hp
    linarith
  · intro hM
    have hp := valley_mass_product t2 M φ hop_dirac
    rw [hM, sub_self] at hp
    -- one of the two valleys must be massless
    rcases mul_eq_zero.mp hp with h | h
    · exact ⟨_, _, hop_dirac, sub_eq_zero.mp h⟩
    · exact ⟨_, _, hop_neg hop_dirac, sub_eq_zero.mp h⟩
```

## (h) When the bands touch

**Task.** Let $t_1\neq0$, so that electrons can hop between the sublattices. Show that

$$\Delta(a,b)=0\ \text{for some}\ (a,b)\quad\Longleftrightarrow\quad M^2=27\,t_2^2\sin^2\varphi .$$

**Solution.** The gap vanishes exactly when $m^2+t_1^2|f|^2=0$. Both terms are non-negative, so both must be zero. Because $t_1\neq0$, this means $m=0$ and $f=0$: the pair is a Dirac point with zero mass. Part (g) says when such a pair exists.

The condition on $t_1$ is needed. For $t_1=0$ and $M=0$ the gap closes at $a=b=0$, where $S=0$, even if $t_2\sin\varphi\neq0$.

The proof first replaces the right-hand side by the existence statement of part (g). Then `h4` and `h5` are the two vanishing terms, and `h6` removes the factor $t_1^2$.

```lean
/-- With nonzero nearest-neighbour hopping, the two bands of the Haldane model touch at some
momentum iff `M² = 27 t2² sin² φ`. -/
theorem gap_closes_iff (t1 t2 M φ : ℝ) (ht : t1 ≠ 0) :
    (∃ a b : ℝ, gap t1 t2 M φ a b = 0) ↔ M ^ 2 = 27 * t2 ^ 2 * Real.sin φ ^ 2 := by
  rw [← dirac_mass_vanishes_iff]
  constructor
  · rintro ⟨a, b, h⟩
    have h1 := sq_nonneg (mass t2 M φ a b)
    have h2 : 0 ≤ t1 ^ 2 * Complex.normSq (hop a b) :=
      mul_nonneg (sq_nonneg _) (Complex.normSq_nonneg _)
    unfold gap at h
    have h3 := (Real.sqrt_eq_zero (add_nonneg h1 h2)).mp (by linarith)
    -- both nonnegative contributions to the gap vanish
    have h4 : t1 ^ 2 * Complex.normSq (hop a b) = 0 := by linarith
    have h5 : mass t2 M φ a b ^ 2 = 0 := by linarith
    have h6 := (mul_eq_zero.mp h4).resolve_left (pow_ne_zero 2 ht)
    exact ⟨a, b, Complex.normSq_eq_zero.mp h6, sub_eq_zero.mp (pow_eq_zero_iff two_ne_zero |>.mp h5)⟩
  · rintro ⟨a, b, h, hM⟩
    have hm : mass t2 M φ a b = 0 := sub_eq_zero.mpr hM
    exact ⟨a, b, by simp [gap, h, hm]⟩
```

In this non-interacting two-band model, the Chern number of the lower band changes where $M$ crosses one of the two values allowed by the condition with $t_2\sin\varphi\neq0$; the theorem locates the touching and computes no Chern number. In a numerical calculation for the same model, a momentum grid with phases $2\pi n/N$ along each direction contains the Dirac points only if $N$ is a multiple of 3, so other grids show a nonzero residual gap at the transition.

## (i) Closing at every Dirac point together

**Task.** Show that the gap vanishes at all Dirac points if and only if

$$M=0\quad\text{and}\quad t_2\sin\varphi=0 .$$

**Solution.** At a Dirac point $f=0$, so $\Delta=2|m|$ for any $t_1$. If the gap closes at all of them, the masses at the point of part (f) and at its opposite are both zero. Since $S$ is odd, their sum is $2M$, and hence $M=0$. Part (d) then reduces to $0=-27(t_2\sin\varphi)^2$, which gives $t_2\sin\varphi=0$.

Conversely, if $M$ and $t_2\sin\varphi$ both vanish, then $m=0$ at every momentum, and in particular at every Dirac point.

In physical terms, both valleys are gapless together only when neither the sublattice offset nor the flux term is present. The code proves $\Delta=2|m|$ as `hgap`, obtains `hM` from half the sum of the two masses, and takes the flux condition from the product `hp`.

```lean
/-- The gap closes at all Dirac points together iff both the sublattice offset `M` and the
flux term `t2 sin φ` vanish. -/
theorem all_valleys_close_iff (t1 t2 M φ : ℝ) :
    (∀ a b : ℝ, hop a b = 0 → gap t1 t2 M φ a b = 0) ↔
      M = 0 ∧ t2 * Real.sin φ = 0 := by
  have hgap : ∀ a b : ℝ, hop a b = 0 →
      gap t1 t2 M φ a b = 2 * |mass t2 M φ a b| := by
    intro a b h
    simp [gap, h, Real.sqrt_sq_eq_abs]
  constructor
  · intro H
    have hm : ∀ a b : ℝ, hop a b = 0 → mass t2 M φ a b = 0 := by
      intro a b h
      have h1 := H a b h
      rw [hgap a b h] at h1
      exact abs_eq_zero.mp (by linarith)
    have hK := hm _ _ hop_dirac
    have hK' := hm _ _ (hop_neg hop_dirac)
    have hp := valley_mass_product t2 M φ hop_dirac
    rw [hK, zero_mul] at hp
    -- the chiral sum is odd, so the two masses add up to twice the offset
    have hM : M = 0 := by
      unfold mass chiralSum at hK hK'
      rw [show -(-(2 * Real.pi / 3)) - -(2 * Real.pi / 3) =
        -(-(2 * Real.pi / 3) - 2 * Real.pi / 3) by ring] at hK'
      simp only [Real.sin_neg] at hK hK'
      linear_combination (hK + hK') / 2
    refine ⟨hM, ?_⟩
    rw [hM] at hp
    have hsq : (t2 * Real.sin φ) ^ 2 = 0 := by linear_combination (1 / 27) * hp
    exact (pow_eq_zero_iff two_ne_zero).mp hsq
  · rintro ⟨hM, hs⟩ a b h
    have hm : mass t2 M φ a b = 0 := by
      unfold mass
      linear_combination hM - 2 * chiralSum a b * hs
    rw [hgap a b h, hm, abs_zero, mul_zero]

end

end HaldaneGapClosing
```

```lean
#print axioms HaldaneGapClosing.band_energies
#print axioms HaldaneGapClosing.gap_closes_iff
#print axioms HaldaneGapClosing.all_valleys_close_iff
```

```
'HaldaneGapClosing.band_energies' depends on axioms: [propext, Classical.choice, Quot.sound]
'HaldaneGapClosing.gap_closes_iff' depends on axioms: [propext, Classical.choice, Quot.sound]
'HaldaneGapClosing.all_valleys_close_iff' depends on axioms: [propext, Classical.choice, Quot.sound]
```

## A gap measured across all momenta

The gap could also have been defined as the lowest energy of the upper band minus the highest energy of the lower band, each taken over all momenta. This is the quantity that decides whether a half-filled crystal is an insulator. The shift $s$ cancels from the direct gap, but it need not cancel here, because the two extremes may lie at different momenta. The closing condition would then also depend on $t_1$ and $\cos\varphi$, and two bands that touch nowhere could still overlap in energy.
